# Spatial functions carrying an orthogonal representation and spin functions carrying sign times it pair to an antisymmetric function

Three electrons with total spin 1/2 cannot be described by a single product of a spatial function and a spin function. If such a product were antisymmetric and nonzero, each factor would have to return to a multiple of itself under every permutation. A nonzero function of three two-valued spins with this property is symmetric, and then its total spin is 3/2. For total spin 1/2 the wave function must therefore be a sum of products, built from several spatial functions that mix under permutations and several spin functions that mix as well. The question is how the two kinds of mixing must be matched for the sum to obey the Pauli principle.

Let there be n particles, numbered 0 to n − 1. A configuration r assigns to each particle k a position r_k in a set X, and a configuration s assigns to it a spin value s_k in a set S. The spatial functions Φ_i and the spin functions Θ_i share a finite index set ι.

In Lean 4 with Mathlib:

```lean
import Mathlib

open Equiv

namespace DualSpinRepresentation

noncomputable section

variable {n : ℕ} {X S ι : Type*} [Fintype ι] [DecidableEq ι]
```

The sets X and S are arbitrary: X may be three-dimensional space and S the two values of an electron spin. Measure, normalisation and a Hamiltonian play no part, since the argument is purely algebraic.

## How permutations act

Write sgn(P) for the sign of a permutation P, +1 if P is even and −1 if it is odd. It is needed as a complex factor.

```lean
/-- The sign of a particle permutation as a complex number. -/
def sgn (P : Perm (Fin n)) : ℂ := ((Perm.sign P : ℤ) : ℂ)
```

A permutation relabels the particle coordinates of a function f:

(P f)(x) = f(x∘P), where (x∘P)_k = x_{P(k)}.

Applying Q first and P second gives P(Q f) = (PQ) f, so this is an action of the permutation group.

```lean
/-- A permutation acts on an `n`-particle function by relabelling the particle coordinates. -/
def permute (P : Perm (Fin n)) (f : (Fin n → X) → ℂ) : (Fin n → X) → ℂ :=
  fun x => f (x ∘ P)
```

A family of functions F_i transforms by matrices D(P) if

P F_i = Σ_j D_ji(P) F_j.

The sum runs over the row index, so column i of the matrix holds the expansion of P F_i. With this choice, products of permutations correspond to products of matrices in the same order. The same convention is used for space and for spin.

```lean
/-- The functions `F i` transform by the matrices `D P`: `P F_i = ∑ j, D(P)_{ji} F_j`. -/
def TransformsBy (D : Perm (Fin n) → Matrix ι ι ℂ) (F : ι → (Fin n → X) → ℂ) : Prop :=
  ∀ P i x, permute P (F i) x = ∑ j, D P j i * F j x
```

The candidate for the spin matrices is the sign times the complex conjugate,

sgn(P) conj(D_ji(P)).

For real matrices this is simply sign times D. The conjugate is taken entry by entry, without a transpose.

```lean
/-- The dual matrices: the sign of the permutation times the complex conjugate of `D P`. -/
def signDual (D : Perm (Fin n) → Matrix ι ι ℂ) (P : Perm (Fin n)) : Matrix ι ι ℂ :=
  Matrix.of fun j i => sgn P * star (D P j i)
```

The combined function is

Ψ(r, s) = Σ_i Φ_i(r) Θ_i(s).

This represents the sum of tensor products Φ_i ⊗ Θ_i as an ordinary function of positions and spins.

```lean
/-- The space-spin function `∑ i, Φ_i(r) Θ_i(s)`. -/
def pairedState (Φ : ι → (Fin n → X) → ℂ) (Θ : ι → (Fin n → S) → ℂ) :
    (Fin n → X) → (Fin n → S) → ℂ :=
  fun r s => ∑ i, Φ i r * Θ i s
```

The Pauli principle for Ψ reads

Ψ(r∘P, s∘P) = sgn(P) Ψ(r, s) for every P, r and s.

The same P acts on positions and spins, because exchanging two electrons exchanges both.

```lean
/-- A space-spin function is antisymmetric if permuting positions and spins together
multiplies it by the sign of the permutation. -/
def IsAntisymmetric (Ψ : (Fin n → X) → (Fin n → S) → ℂ) : Prop :=
  ∀ (P : Perm (Fin n)) r s, Ψ (r ∘ P) (s ∘ P) = sgn P * Ψ r s
```

## Unitary mixing leaves the pairing unchanged

Let A be a unitary matrix, and let a and b be lists of complex numbers indexed by ι. Transform a by A and b by its conjugate, and multiply out:

Σ_i (Σ_j A_ji a_j)(Σ_k conj(A_ki) b_k) = Σ_j Σ_k (Σ_i A_ji conj(A_ki)) a_j b_k.

The inner sum is the (j, k) entry of A A†, which is δ_jk because the rows of A are orthonormal. What remains is Σ_j a_j b_j.

In the proof below, `h` is this row orthonormality. The first step of the calculation exchanges the finite sums, and the second evaluates the Kronecker delta.

```lean
/-- The pairing `∑ a_j b_j` is unchanged when `a` transforms by a unitary matrix and `b` by
its complex conjugate. -/
theorem unitary_pairing (A : Matrix ι ι ℂ) (hA : A ∈ Matrix.unitaryGroup ι ℂ) (a b : ι → ℂ) :
    ∑ i, (∑ j, A j i * a j) * (∑ k, star (A k i) * b k) = ∑ j, a j * b j := by
  -- the rows of a unitary matrix are orthonormal
  have h : ∀ j k, ∑ i, A j i * star (A k i) = if j = k then 1 else 0 := by
    intro j k
    have := congrFun (congrFun (Matrix.mem_unitaryGroup_iff.mp hA) j) k
    simpa [Matrix.mul_apply, Matrix.star_apply, Matrix.one_apply] using this
  calc _ = ∑ j, ∑ k, (∑ i, A j i * star (A k i)) * (a j * b k) := by
        simp_rw [Finset.sum_mul_sum, Finset.sum_mul]
        rw [Finset.sum_comm]
        refine Finset.sum_congr rfl fun j _ => ?_
        rw [Finset.sum_comm]
        exact Finset.sum_congr rfl fun k _ => Finset.sum_congr rfl fun i _ => by ring
    _ = _ := by
        simp only [h, ite_mul, one_mul, zero_mul, Finset.sum_ite_eq, Finset.mem_univ, if_true]
```

## Antisymmetry of the paired function

Now suppose that each D(P) is unitary, that the Φ_i transform by D, and that the Θ_i transform by the sign times the conjugate. Then

Φ_i(r∘P) = Σ_j D_ji(P) Φ_j(r),

Θ_i(s∘P) = sgn(P) Σ_k conj(D_ki(P)) Θ_k(s).

Multiply the two, sum over i and take the sign outside. The remaining double sum is the pairing just treated, with a_j = Φ_j(r) and b_k = Θ_k(s), so

Ψ(r∘P, s∘P) = sgn(P) Σ_i Φ_i(r) Θ_i(s) = sgn(P) Ψ(r, s).

The two transformation laws appear in the proof as `hr` and `hs`, and `unitary_pairing` finishes the calculation.

```lean
/-- If the spatial functions transform by unitary matrices and the spin functions by the dual
matrices, the paired space-spin function is antisymmetric. -/
theorem antisymmetric_of_unitary {D : Perm (Fin n) → Matrix ι ι ℂ}
    (hD : ∀ P, D P ∈ Matrix.unitaryGroup ι ℂ)
    {Φ : ι → (Fin n → X) → ℂ} {Θ : ι → (Fin n → S) → ℂ}
    (hΦ : TransformsBy D Φ) (hΘ : TransformsBy (signDual D) Θ) :
    IsAntisymmetric (pairedState Φ Θ) := by
  intro P r s
  have hr : ∀ i, Φ i (r ∘ P) = ∑ j, D P j i * Φ j r := fun i => hΦ P i r
  have hs : ∀ i, Θ i (s ∘ P) = sgn P * ∑ k, star (D P k i) * Θ k s := fun i =>
    (hΘ P i s).trans (by simp only [signDual, Matrix.of_apply, Finset.mul_sum, mul_assoc])
  calc ∑ i, Φ i (r ∘ P) * Θ i (s ∘ P)
      = sgn P * ∑ i, (∑ j, D P j i * Φ j r) * (∑ k, star (D P k i) * Θ k s) := by
        rw [Finset.mul_sum]
        refine Finset.sum_congr rfl fun i _ => ?_
        rw [hr, hs]
        ring
    _ = sgn P * ∑ i, Φ i r * Θ i s :=
        congrArg (sgn P * ·) (unitary_pairing (D P) (hD P) (fun j => Φ j r) (fun k => Θ k s))
```

For a real orthogonal representation U the conjugate does nothing, and the spin matrices become sgn(P) U(P). Orthogonality, U(P) U(P)ᵀ = 1, is unitarity for a matrix with real entries.

The theorem below says this in full. `U` is a group homomorphism from the permutations of n particles to real matrices, and `hU` states that every matrix is orthogonal. The hypotheses `hΦ` and `hΘ` are the two transformation laws, with the real entries read as complex numbers, since the functions are complex-valued. The conclusion is antisymmetry under all simultaneous permutations. The representation need not be irreducible, and the functions need not be independent or even nonzero. That the given functions obey the transformation laws is assumed; constructing such functions for a chosen total spin is a separate task.

The proof checks the hypotheses of the unitary theorem: its first part turns orthogonality into unitarity, and its second removes the conjugate from the spin law.

```lean
/-- Let `U` be a real orthogonal representation of the permutation group. If the spatial
functions transform by `U` and the spin functions by sign times `U`, then `∑ i, Φ_i Θ_i` is
antisymmetric under simultaneous permutations of positions and spins. -/
theorem antisymmetric_of_orthogonal (U : Perm (Fin n) →* Matrix ι ι ℝ)
    (hU : ∀ P, U P ∈ Matrix.orthogonalGroup ι ℝ)
    {Φ : ι → (Fin n → X) → ℂ} {Θ : ι → (Fin n → S) → ℂ}
    (hΦ : TransformsBy (fun P => (U P).map (fun x : ℝ => (x : ℂ))) Φ)
    (hΘ : TransformsBy (fun P => sgn P • (U P).map (fun x : ℝ => (x : ℂ))) Θ) :
    IsAntisymmetric (pairedState Φ Θ) := by
  refine antisymmetric_of_unitary (fun P => ?_) hΦ ?_
  · -- a real orthogonal matrix is unitary over the complex numbers
    rw [Matrix.mem_unitaryGroup_iff]
    ext j k
    have h : ∑ i, U P j i * U P k i = if j = k then 1 else 0 := by
      have := congrFun (congrFun ((Matrix.mem_orthogonalGroup_iff ι ℝ).mp (hU P)) j) k
      simpa [Matrix.mul_apply, Matrix.star_apply, Matrix.one_apply] using this
    have h2 : ((∑ i, U P j i * U P k i : ℝ) : ℂ) = if j = k then 1 else 0 := by
      rw [h]
      split_ifs <;> simp
    simpa [Matrix.mul_apply, Matrix.star_apply, Matrix.one_apply] using h2
  · -- complex conjugation leaves the real entries unchanged
    exact fun P i x => (hΘ P i x).trans (Finset.sum_congr rfl fun j _ => by simp [signDual])
```

The symmetric-group approach to spin-adapted wave functions for spin-free Hamiltonians uses this matching of spatial and spin representations. It is stated here for a finite family of functions whose transformation laws are given.

Orthogonality matters already for two particles. Represent the exchange by the matrix with rows (1, 1) and (0, −1). Its square is the identity, so it gives a representation, but it is not orthogonal. Take real positions, spin values 0 and 1, and the functions below. The spatial ones are not normalisable, but multiplying both by the symmetric factor exp(−r_0² − r_1²) would make them so without changing their transformation law.

Φ_0 = r_0 + r_1, Φ_1 = r_0,

Θ_0 = s_0 − s_1, Θ_1 = s_0.

The exchange sends Φ_0 to Φ_0 and Φ_1 to Φ_0 − Φ_1, as the columns of the matrix require. It sends Θ_0 to −Θ_0 and Θ_1 to −Θ_0 + Θ_1, which is the same law times −1. The paired function is

Ψ(r, s) = (r_0 + r_1)(s_0 − s_1) + r_0 s_0.

At r = (1, 0), s = (1, 0) its value is 2. After the exchange, at r = (0, 1), s = (0, 1), it is −1, whereas antisymmetry would demand −2.

## Independent spatial functions fix the spin law

Conversely, suppose that the Φ_i transform by unitary matrices D(P), that they are linearly independent, and that Ψ is antisymmetric. Fix P and s. Inserting the spatial law into the antisymmetry condition gives, for every r,

Σ_j (Σ_k D_jk(P) Θ_k(s∘P)) Φ_j(r) = Σ_j sgn(P) Θ_j(s) Φ_j(r).

At fixed spins the factors multiplying Φ_j(r) are constants, so independence makes them equal:

Σ_k D_jk(P) Θ_k(s∘P) = sgn(P) Θ_j(s).

Multiply by conj(D_ji(P)) and sum over j. The columns of D(P) are orthonormal, so only k = i survives on the left:

Θ_i(s∘P) = Σ_j sgn(P) conj(D_ji(P)) Θ_j(s).

This is the spin law assumed before. Independence is required of the spatial functions only.

In the proof, `h0` applies linear independence to the difference of the two coefficients, `h1` is the resulting linear system, and `hcol` is the column orthonormality that inverts it.

```lean
/-- If linearly independent spatial functions transform by unitary matrices and the paired
function is antisymmetric, then the spin functions transform by the dual matrices. -/
theorem spin_transforms_of_antisymmetric {D : Perm (Fin n) → Matrix ι ι ℂ}
    (hD : ∀ P, D P ∈ Matrix.unitaryGroup ι ℂ)
    {Φ : ι → (Fin n → X) → ℂ} {Θ : ι → (Fin n → S) → ℂ}
    (hΦ : TransformsBy D Φ) (hind : LinearIndependent ℂ Φ)
    (hanti : IsAntisymmetric (pairedState Φ Θ)) :
    TransformsBy (signDual D) Θ := by
  intro P i s
  -- compare the coefficients of the independent spatial functions at fixed spins
  have h0 := Fintype.linearIndependent_iff.mp hind
    (fun j => ∑ k, D P j k * Θ k (s ∘ P) - sgn P * Θ j s) (by
      funext r
      have hr : ∀ k, Φ k (r ∘ P) = ∑ j, D P j k * Φ j r := fun k => hΦ P k r
      have h : ∑ k, Φ k (r ∘ P) * Θ k (s ∘ P) = sgn P * ∑ k, Φ k r * Θ k s := hanti P r s
      have e : ∑ k, Φ k (r ∘ P) * Θ k (s ∘ P)
          = ∑ j, (∑ k, D P j k * Θ k (s ∘ P)) * Φ j r := by
        simp_rw [hr, Finset.sum_mul]
        rw [Finset.sum_comm]
        exact Finset.sum_congr rfl fun j _ => Finset.sum_congr rfl fun k _ => by ring
      simp only [Finset.sum_apply, Pi.smul_apply, smul_eq_mul, Pi.zero_apply, sub_mul,
        Finset.sum_sub_distrib]
      rw [← e, h, Finset.mul_sum, sub_eq_zero]
      exact Finset.sum_congr rfl fun j _ => by ring)
  have h1 : ∀ j, ∑ k, D P j k * Θ k (s ∘ P) = sgn P * Θ j s := fun j => sub_eq_zero.mp (h0 j)
  -- the columns of a unitary matrix are orthonormal, which inverts the system
  have hcol : ∀ k, ∑ j, star (D P j i) * D P j k = if i = k then 1 else 0 := by
    intro k
    have := congrFun (congrFun (Matrix.mem_unitaryGroup_iff'.mp (hD P)) i) k
    simpa [Matrix.mul_apply, Matrix.star_apply, Matrix.one_apply] using this
  calc Θ i (s ∘ P) = ∑ k, (∑ j, star (D P j i) * D P j k) * Θ k (s ∘ P) := by
        simp only [hcol, ite_mul, one_mul, zero_mul, Finset.sum_ite_eq, Finset.mem_univ, if_true]
    _ = ∑ j, star (D P j i) * ∑ k, D P j k * Θ k (s ∘ P) := by
        simp_rw [Finset.sum_mul, Finset.mul_sum]
        rw [Finset.sum_comm]
        exact Finset.sum_congr rfl fun j _ => Finset.sum_congr rfl fun k _ => by ring
    _ = ∑ j, signDual D P j i * Θ j s := Finset.sum_congr rfl fun j _ => by
        rw [h1 j]
        simp only [signDual, Matrix.of_apply]
        ring
```

## Three particles on a line

A small case shows a nonzero function of this kind. Let the permutations of three particles act by permutation matrices,

U_ji(P) = 1 if j = P(i), and 0 otherwise.

These multiply in the same order as the permutations.

```lean
/-- The representation of the permutations of three particles by permutation matrices. -/
def permRep : Perm (Fin 3) →* Matrix (Fin 3) (Fin 3) ℝ where
  toFun P := Matrix.of fun j i => if j = P i then 1 else 0
  map_one' := by
    ext j i
    simp [Matrix.one_apply]
    split_ifs <;> simp_all
  map_mul' P Q := by
    ext j i
    simp [Matrix.mul_apply]
    split_ifs <;> simp_all
```

For the spatial functions take the coordinates themselves, Φ_i(r) = r_i. Then

(P Φ_i)(r) = r_{P(i)} = Φ_{P(i)}(r),

which is the law with matrix U(P). These functions are chosen for their simple algebra; they are not normalisable states on the line.

```lean
/-- Spatial functions of three particles on a line: `Φ_i` is the position of particle `i`. -/
def position (i : Fin 3) (r : Fin 3 → ℝ) : ℂ := (r i : ℂ)
```

For the spin functions take

Θ_i(s) = s_{i+1} − s_{i+2},

with particle indices modulo 3 and spin values 0 and 1.

```lean
/-- Spin functions of three two-valued spins: `Θ_i = s_{i+1} - s_{i+2}`, indices modulo 3. -/
def spinDifference (i : Fin 3) (s : Fin 3 → Fin 2) : ℂ :=
  ((s (i + 1) : ℕ) : ℂ) - ((s (i + 2) : ℕ) : ℂ)
```

Under P this becomes s_{P(i+1)} − s_{P(i+2)}. An even permutation of three objects preserves their cyclic order, so P(i+1) = P(i)+1 and P(i+2) = P(i)+2, and the result is Θ_{P(i)}. An odd permutation reverses the order, the two terms change places, and the result is −Θ_{P(i)}. Both cases together read

P Θ_i = sgn(P) Θ_{P(i)}.

The statement about cyclic order is settled by running through all six permutations and three indices.

```lean
/-- An even permutation of three particles preserves their cyclic order and an odd one
reverses it. -/
theorem cyclic_order (P : Perm (Fin 3)) (i : Fin 3) :
    (Perm.sign P = 1 ∧ P (i + 1) = P i + 1 ∧ P (i + 2) = P i + 2) ∨
    (Perm.sign P = -1 ∧ P (i + 1) = P i + 2 ∧ P (i + 2) = P i + 1) := by
  revert P i
  decide +kernel
```

The paired function is

Ψ(r, s) = r_0(s_1 − s_2) + r_1(s_2 − s_0) + r_2(s_0 − s_1).

At r = (1, 0, 0) and s = (0, 1, 0) it equals 1, so it is not the zero function. The last theorem collects orthogonality, the two transformation laws and this nonvanishing; antisymmetry of Ψ then follows from `antisymmetric_of_orthogonal`. In each transformation law only the term j = P(i) of the matrix sum survives, and for the spins `cyclic_order` supplies the sign.

```lean
/-- For three particles, the permutation matrices are orthogonal, the positions transform by
them, the spin differences by sign times them, and the paired function is not zero. -/
theorem antisymmetric_of_orthogonal_witness :
    (∀ P, permRep P ∈ Matrix.orthogonalGroup (Fin 3) ℝ) ∧
    TransformsBy (fun P => (permRep P).map (fun x : ℝ => (x : ℂ))) position ∧
    TransformsBy (fun P => sgn P • (permRep P).map (fun x : ℝ => (x : ℂ))) spinDifference ∧
    pairedState position spinDifference ≠ 0 := by
  refine ⟨fun P => ?_, fun P i x => ?_, fun P i s => ?_, fun h => ?_⟩
  · rw [Matrix.mem_orthogonalGroup_iff']
    ext j i
    rcases eq_or_ne j i with rfl | h
    · simp [permRep, Matrix.mul_apply]
    · simp [permRep, Matrix.mul_apply, h, h.symm]
  · rw [Finset.sum_eq_single (P i)]
    · simp [permRep, permute, position]
    · intro j _ h
      simp [permRep, h]
    · simp
  · rw [Finset.sum_eq_single (P i)]
    · rcases cyclic_order P i with ⟨h, h1, h2⟩ | ⟨h, h1, h2⟩ <;>
        simp [permRep, permute, spinDifference, sgn, h, h1, h2]
    · intro j _ h
      simp [permRep, h]
    · simp
  · -- evaluate at one configuration of positions and spins
    have := congrFun (congrFun h ![1, 0, 0]) ![0, 1, 0]
    simp [pairedState, position, spinDifference, Fin.sum_univ_three] at this

end

end DualSpinRepresentation
```

```lean
#print axioms DualSpinRepresentation.antisymmetric_of_orthogonal
#print axioms DualSpinRepresentation.spin_transforms_of_antisymmetric
```

```
'DualSpinRepresentation.antisymmetric_of_orthogonal' depends on axioms: [propext, Classical.choice, Quot.sound]
'DualSpinRepresentation.spin_transforms_of_antisymmetric' depends on axioms: [propext, Classical.choice, Quot.sound]
```
